# Two-Electron Response Products from Coulomb and Exchange Matrices of the Transition Density

The two-electron integrals are taken here as a given real array g(mn,ls) over a finite set of atomic orbitals, not as integrals evaluated from basis functions. The coefficient matrices Co (occupied) and Cv (virtual) and the orbital energies eo_i and ev_a are likewise arbitrary real data: neither orthonormality nor a converged self-consistent field is assumed. Eightfold symmetry of g is a separate hypothesis, assumed only for the results on transposed densities and on the products with A + B and A − B. It stands for real orbitals and a repulsion that is symmetric in the two electrons. In g(mn,ls) the pair mn belongs to one electron and the pair ls to the other.

Let X_jb be amplitudes for excitation from occupied orbital j to virtual orbital b, and c the fraction of exchange. The matrices A and B below have the form of the response matrices for closed-shell singlet excitations without an exchange-correlation kernel. They are those response matrices when the orbitals are orthonormal, canonical and self-consistent:

A_ia,jb = δ_ij δ_ab (ev_a − eo_i) + 2(ia,jb) − c(ij,ab)

B_ia,jb = 2(ia,jb) − c(ib,aj)

For this kernel-free model in a finite basis, an iterative solver that needs only products of A and B with trial vectors can obtain them without forming the molecular-orbital integrals. If g has eightfold symmetry, the two-electron parts of these products follow from Co, Cv and two matrices built from the transition density P = Co X Cvᵀ:

J[P]_mn = Σ_ls g(mn,ls) P_ls

K[P]_mn = Σ_ls g(ml,ns) P_ls

## Contracting the integrals with the amplitudes

The entries of the transition density are

P_ls = Σ_jb Co_lj Cv_sb X_jb.

Insert the expansion of (ia,jb) in atomic orbitals and carry out the sum over j and b first:

Σ_jb (ia,jb) X_jb
= Σ_mnls Co_mi Cv_na g(mn,ls) Σ_jb Co_lj Cv_sb X_jb
= Σ_mn Co_mi Cv_na J[P]_mn
= (Coᵀ J[P] Cv)_ia.

In (ij,ab) the amplitudes meet the second and fourth atomic indices:

Σ_jb (ij,ab) X_jb
= Σ_mnls Co_mi Cv_la g(mn,ls) P_ns
= Σ_ml Co_mi Cv_la K[P]_ml
= (Coᵀ K[P] Cv)_ia.

In (ib,aj) the virtual coefficient carries n and the occupied one carries s. The density that appears is P_sn = (Pᵀ)_ns, so the result is (Coᵀ K[Pᵀ] Cv)_ia. The two-electron part of AX is therefore the ia entry of Coᵀ(2J[P] − cK[P])Cv, and BX is that of Coᵀ(2J[P] − cK[Pᵀ])Cv. No symmetry of g has been used.

With symmetry, g(mn,ls) = g(mn,sl), and exchanging the names of l and s gives

J[Pᵀ]_mn = Σ_ls g(mn,ls) P_sl = Σ_ls g(mn,sl) P_sl = J[P]_mn.

Exchange of the two pairs gives

K[Pᵀ]_mn = Σ_ls g(ml,ns) P_sl = Σ_ls g(ns,ml) P_sl = K[P]_nm.

Adding and subtracting the products, with K = K[P] and J = J[P],

((A+B)X)_ia = (ev_a − eo_i) X_ia + (Coᵀ(4J − c(K + Kᵀ))Cv)_ia

((A−B)X)_ia = (ev_a − eo_i) X_ia − c(Coᵀ(K − Kᵀ)Cv)_ia.

## Two sites, one excitation

Take two sites with zero differential overlap (g(mn,ls) = 0 unless m = n and l = s), repulsion 1 on a site and 1/2 between sites, an occupied orbital (1, 1)/√2, a virtual orbital (1, −1)/√2, and X = 1. The rows of P are (1/2, −1/2) and (1/2, −1/2). Then J[P] is diagonal with entries 1/4 and −1/4, and K[P] has rows (1/2, −1/4) and (1/4, −1/2). The occupied-virtual entries of J, K and Kᵀ are 1/4, 3/4 and 1/4. With Δ = ev − eo,

A + B = Δ + 1 − c,  A − B = Δ − c/2.

At c = 0 the difference is just the orbital-energy gap.

## Integrals, orbitals and densities in Lean

```lean
import Mathlib

open scoped Matrix

namespace ResponseProducts

noncomputable section
```

Two generators suffice for the eight permutations: `bra` exchanges the indices of the first pair, and `pair` exchanges the pairs.

```lean
/-- Eightfold permutation symmetry of real two-electron integrals `(mn,ls)`, generated by
exchange within the first pair and exchange of the two pairs. -/
structure EightfoldSymm {N : Type*} (g : N → N → N → N → ℝ) : Prop where
  bra : ∀ m n l s, g m n l s = g n m l s
  pair : ∀ m n l s, g m n l s = g l s m n
```

A chain of `k` sites with zero differential overlap satisfies this hypothesis. The proof separates the cases where each pair does or does not sit on a single site, and uses the symmetry of the distance. For `k = 2` these are the integrals of the example above.

```lean
/-- Site orbitals on a chain, with zero differential overlap and a repulsion `1/(1+d)` between
charges at distance `d`, have integrals with eightfold symmetry. -/
theorem eightfoldSymm_witness (k : ℕ) :
    EightfoldSymm (fun m n l s : Fin k =>
      if m = n ∧ l = s then 1 / (1 + |((m : ℕ) : ℝ) - ((l : ℕ) : ℝ)|) else 0) := by
  constructor
  · intro m n l s
    by_cases h : m = n
    · subst h
      rfl
    · have h' : ¬ n = m := fun e => h e.symm
      simp [h, h']
  · intro m n l s
    by_cases h : m = n <;> by_cases h' : l = s <;> simp [h, h', abs_sub_comm]
```

The types `N`, `O` and `V` label atomic, occupied and virtual orbitals. `moInt` is the explicit fourfold transformation, with one coefficient matrix for each position, so that its arguments show which orbitals are occupied and which virtual. In its definition `A`, `B`, `C` and `D` are coefficient matrices, not the response matrices A and B.

```lean
variable {N O V : Type*} [Fintype N] [Fintype O] [Fintype V]

/-- The integral `(pq,rt)` over molecular orbitals whose coefficients are columns of
`A`, `B`, `C` and `D`. -/
def moInt {α β γ δ : Type*} (g : N → N → N → N → ℝ) (A : Matrix N α ℝ) (B : Matrix N β ℝ)
    (C : Matrix N γ ℝ) (D : Matrix N δ ℝ) (p : α) (q : β) (r : γ) (t : δ) : ℝ :=
  ∑ m, ∑ n, ∑ l, ∑ s, A m p * B n q * C l r * D s t * g m n l s
```

`coulomb` and `exchange` are J and K with the index order given above; `transDensity` is P.

```lean
/-- The Coulomb matrix `J[P]`, with entries `∑ (mn,ls) P_ls`. -/
def coulomb (g : N → N → N → N → ℝ) (P : Matrix N N ℝ) : Matrix N N ℝ :=
  Matrix.of fun m n => ∑ l, ∑ s, g m n l s * P l s

/-- The exchange matrix `K[P]`, with entries `∑ (ml,ns) P_ls`. -/
def exchange (g : N → N → N → N → ℝ) (P : Matrix N N ℝ) : Matrix N N ℝ :=
  Matrix.of fun m n => ∑ l, ∑ s, g m l n s * P l s

/-- The transition density `P = Co X Cvᵀ` of the amplitudes `X` in the atomic-orbital basis. -/
def transDensity (Co : Matrix N O ℝ) (Cv : Matrix N V ℝ) (X : Matrix O V ℝ) : Matrix N N ℝ :=
  Co * X * Cvᵀ
```

## Reordering the sums

Two lemmas write matrix products as double sums: one for the entries of P, the other for an occupied-virtual entry of Coᵀ M Cv.

```lean
omit [Fintype N] in
private lemma transDensity_apply (Co : Matrix N O ℝ) (Cv : Matrix N V ℝ) (X : Matrix O V ℝ)
    (l s : N) : transDensity Co Cv X l s = ∑ j, ∑ b, Co l j * Cv s b * X j b := by
  simp only [transDensity, Matrix.mul_apply, Matrix.transpose_apply, Finset.sum_mul]
  exact Finset.sum_comm.trans
    (Finset.sum_congr rfl fun j _ => Finset.sum_congr rfl fun b _ => by ring)

omit [Fintype O] [Fintype V] in
private lemma sandwich_apply (Co : Matrix N O ℝ) (Cv : Matrix N V ℝ) (M : Matrix N N ℝ)
    (i : O) (a : V) : (Coᵀ * M * Cv) i a = ∑ m, ∑ n, Co m i * Cv n a * M m n := by
  simp only [Matrix.mul_apply, Matrix.transpose_apply, Finset.sum_mul]
  exact Finset.sum_comm.trans
    (Finset.sum_congr rfl fun m _ => Finset.sum_congr rfl fun n _ => by ring)
```

The next two move the sums over j and b inside the atomic-orbital sums, first past one of them and then past all four. This is the step of summing over the amplitudes first.

```lean
private lemma pull (f : O → V → N → ℝ) :
    ∑ j, ∑ b, ∑ m, f j b m = ∑ m, ∑ j, ∑ b, f j b m :=
  (Finset.sum_congr rfl fun _ _ => Finset.sum_comm).trans Finset.sum_comm

private lemma pull_four (f : O → V → N → N → N → N → ℝ) :
    ∑ j, ∑ b, ∑ m, ∑ n, ∑ l, ∑ s, f j b m n l s =
      ∑ m, ∑ n, ∑ l, ∑ s, ∑ j, ∑ b, f j b m n l s := by
  refine (pull _).trans (Finset.sum_congr rfl fun m _ => ?_)
  refine (pull _).trans (Finset.sum_congr rfl fun n _ => ?_)
  refine (pull _).trans (Finset.sum_congr rfl fun l _ => ?_)
  exact pull _
```

For the Coulomb term, both sides then have the same order of summation, and `ring` compares the summands.

```lean
/-- Contracting `(ia,jb)` with the amplitudes gives the occupied-virtual block of `J[P]`. -/
theorem coulomb_contraction (g : N → N → N → N → ℝ) (Co : Matrix N O ℝ) (Cv : Matrix N V ℝ)
    (X : Matrix O V ℝ) (i : O) (a : V) :
    ∑ j, ∑ b, moInt g Co Cv Co Cv i a j b * X j b =
      (Coᵀ * coulomb g (transDensity Co Cv X) * Cv) i a := by
  rw [sandwich_apply]
  simp only [moInt, coulomb, Matrix.of_apply, transDensity_apply, Finset.sum_mul, Finset.mul_sum]
  refine (pull_four _).trans ?_
  refine Finset.sum_congr rfl fun m _ => Finset.sum_congr rfl fun n _ => ?_
  refine Finset.sum_congr rfl fun l _ => Finset.sum_congr rfl fun s _ => ?_
  exact Finset.sum_congr rfl fun j _ => Finset.sum_congr rfl fun b _ => by ring
```

The exchange terms need one more interchange, of n and l, which reflects the index order in K. Both integral types are handled by the same steps.

```lean
/-- Contracting `(ij,ab)` with the amplitudes gives the occupied-virtual block of `K[P]`;
contracting `(ib,aj)` gives that of `K[Pᵀ]`. -/
theorem exchange_contraction (g : N → N → N → N → ℝ) (Co : Matrix N O ℝ) (Cv : Matrix N V ℝ)
    (X : Matrix O V ℝ) (i : O) (a : V) :
    ∑ j, ∑ b, moInt g Co Co Cv Cv i j a b * X j b =
        (Coᵀ * exchange g (transDensity Co Cv X) * Cv) i a ∧
      ∑ j, ∑ b, moInt g Co Cv Cv Co i b a j * X j b =
        (Coᵀ * exchange g (transDensity Co Cv X)ᵀ * Cv) i a := by
  rw [sandwich_apply, sandwich_apply]
  simp only [moInt, exchange, Matrix.of_apply, Matrix.transpose_apply, transDensity_apply,
    Finset.sum_mul, Finset.mul_sum]
  -- the two middle atomic-orbital sums trade places in an exchange contraction
  constructor <;>
  · refine (pull_four _).trans (Finset.sum_congr rfl fun m _ => ?_)
    refine Finset.sum_comm.trans (Finset.sum_congr rfl fun n _ => ?_)
    refine Finset.sum_congr rfl fun l _ => Finset.sum_congr rfl fun s _ => ?_
    exact Finset.sum_congr rfl fun j _ => Finset.sum_congr rfl fun b _ => by ring
```

Linearity combines these identities into the two-electron part of AX and into BX, for any `g` and any real `c`.

```lean
/-- The two-electron part of `AX` is the occupied-virtual block of `2J[P] - cK[P]`, and `BX` is that
of `2J[P] - cK[Pᵀ]`. -/
theorem response_products (g : N → N → N → N → ℝ) (Co : Matrix N O ℝ) (Cv : Matrix N V ℝ)
    (X : Matrix O V ℝ) (c : ℝ) (i : O) (a : V) :
    ∑ j, ∑ b, (2 * moInt g Co Cv Co Cv i a j b - c * moInt g Co Co Cv Cv i j a b) * X j b =
        (Coᵀ * ((2 : ℝ) • coulomb g (transDensity Co Cv X)
          - c • exchange g (transDensity Co Cv X)) * Cv) i a ∧
      ∑ j, ∑ b, (2 * moInt g Co Cv Co Cv i a j b - c * moInt g Co Cv Cv Co i b a j) * X j b =
        (Coᵀ * ((2 : ℝ) • coulomb g (transDensity Co Cv X)
          - c • exchange g (transDensity Co Cv X)ᵀ) * Cv) i a := by
  simp only [Matrix.mul_sub, Matrix.sub_mul, Matrix.mul_smul, Matrix.smul_mul,
    Matrix.sub_apply, Matrix.smul_apply, smul_eq_mul]
  rw [← coulomb_contraction, ← (exchange_contraction g Co Cv X i a).1,
    ← (exchange_contraction g Co Cv X i a).2]
  simp only [Finset.mul_sum, ← Finset.sum_sub_distrib]
  constructor <;>
    exact Finset.sum_congr rfl fun j _ => Finset.sum_congr rfl fun b _ => by ring
```

## Transposed densities

Both proofs exchange the two summation indices and then apply symmetry. The Coulomb case derives exchange within the second pair from the two generators; the exchange case needs only `pair`.

```lean
/-- For integrals with eightfold symmetry, a density and its transpose have the same Coulomb
matrix. -/
theorem coulomb_transpose {g : N → N → N → N → ℝ} (h : EightfoldSymm g) (P : Matrix N N ℝ) :
    coulomb g Pᵀ = coulomb g P := by
  ext m n
  simp only [coulomb, Matrix.of_apply, Matrix.transpose_apply]
  refine Finset.sum_comm.trans
    (Finset.sum_congr rfl fun s _ => Finset.sum_congr rfl fun l _ => ?_)
  -- exchange within the second pair follows from the two generators
  have ket : g m n l s = g m n s l :=
    (h.pair m n l s).trans ((h.bra l s m n).trans (h.pair s l m n))
  rw [ket]

/-- For integrals with eightfold symmetry, transposing the density transposes its exchange
matrix. -/
theorem exchange_transpose {g : N → N → N → N → ℝ} (h : EightfoldSymm g) (P : Matrix N N ℝ) :
    exchange g Pᵀ = (exchange g P)ᵀ := by
  ext m n
  simp only [exchange, Matrix.of_apply, Matrix.transpose_apply]
  refine Finset.sum_comm.trans
    (Finset.sum_congr rfl fun s _ => Finset.sum_congr rfl fun l _ => ?_)
  rw [h.pair m l n s]
```

## The sum and difference of the response matrices

`responseA` and `responseB` are matrices over occupied-virtual pairs, with `p` standing for (i,a) and `q` for (j,b). The orbital energies enter only the diagonal of A.

```lean
variable [DecidableEq O] [DecidableEq V]

/-- The response matrix `A` with orbital energies `eo`, `ev` and a fraction `c` of exchange,
without an exchange-correlation kernel. -/
def responseA (g : N → N → N → N → ℝ) (Co : Matrix N O ℝ) (Cv : Matrix N V ℝ)
    (eo : O → ℝ) (ev : V → ℝ) (c : ℝ) : Matrix (O × V) (O × V) ℝ :=
  Matrix.of fun p q => (if p = q then ev p.2 - eo p.1 else 0) +
    (2 * moInt g Co Cv Co Cv p.1 p.2 q.1 q.2 - c * moInt g Co Co Cv Cv p.1 q.1 p.2 q.2)

/-- The response matrix `B` with a fraction `c` of exchange, without an exchange-correlation
kernel. -/
def responseB (g : N → N → N → N → ℝ) (Co : Matrix N O ℝ) (Cv : Matrix N V ℝ)
    (c : ℝ) : Matrix (O × V) (O × V) ℝ :=
  Matrix.of fun p q =>
    2 * moInt g Co Cv Co Cv p.1 p.2 q.1 q.2 - c * moInt g Co Cv Cv Co p.1 q.2 p.2 q.1
```

In the main theorem, `*ᵥ` multiplies a matrix by the amplitudes read as a vector over pairs. The intermediate statements `hA` and `hB` split the sum over pairs into sums over j and b and apply `response_products`. Then `exchange_transpose` replaces K[Pᵀ] by K[P]ᵀ, and addition and subtraction give the two formulas.

```lean
/-- For integrals with eightfold symmetry, the two-electron parts of `(A+B)X` and `(A-B)X` are
occupied-virtual blocks built from `J[P]` and `K[P]`, and `J[P]` drops out of `(A-B)X`. -/
theorem sum_and_difference_products {g : N → N → N → N → ℝ} (h : EightfoldSymm g)
    (Co : Matrix N O ℝ) (Cv : Matrix N V ℝ) (eo : O → ℝ) (ev : V → ℝ) (c : ℝ)
    (X : Matrix O V ℝ) (i : O) (a : V) :
    ((responseA g Co Cv eo ev c + responseB g Co Cv c) *ᵥ fun q => X q.1 q.2) (i, a) =
        (ev a - eo i) * X i a + (Coᵀ * ((4 : ℝ) • coulomb g (transDensity Co Cv X)
          - c • (exchange g (transDensity Co Cv X)
            + (exchange g (transDensity Co Cv X))ᵀ)) * Cv) i a ∧
      ((responseA g Co Cv eo ev c - responseB g Co Cv c) *ᵥ fun q => X q.1 q.2) (i, a) =
        (ev a - eo i) * X i a - c * (Coᵀ * (exchange g (transDensity Co Cv X)
            - (exchange g (transDensity Co Cv X))ᵀ) * Cv) i a := by
  have hA : (responseA g Co Cv eo ev c *ᵥ fun q => X q.1 q.2) (i, a) =
      (ev a - eo i) * X i a + (Coᵀ * ((2 : ℝ) • coulomb g (transDensity Co Cv X)
        - c • exchange g (transDensity Co Cv X)) * Cv) i a := by
    simp only [Matrix.mulVec, dotProduct, responseA, Matrix.of_apply, add_mul,
      Finset.sum_add_distrib, ite_mul, zero_mul, Finset.sum_ite_eq, Finset.mem_univ, if_true]
    rw [Fintype.sum_prod_type]
    exact congrArg (fun t => (ev a - eo i) * X i a + t) (response_products g Co Cv X c i a).1
  have hB : (responseB g Co Cv c *ᵥ fun q => X q.1 q.2) (i, a) =
      (Coᵀ * ((2 : ℝ) • coulomb g (transDensity Co Cv X)
        - c • exchange g (transDensity Co Cv X)ᵀ) * Cv) i a := by
    simp only [Matrix.mulVec, dotProduct, responseB, Matrix.of_apply]
    rw [Fintype.sum_prod_type]
    exact (response_products g Co Cv X c i a).2
  -- the B-type exchange matrix is the transpose of the A-type one
  rw [exchange_transpose h] at hB
  rw [Matrix.add_mulVec, Matrix.sub_mulVec, Pi.add_apply, Pi.sub_apply, hA, hB]
  simp only [Matrix.mul_sub, Matrix.sub_mul, Matrix.mul_add, Matrix.add_mul, Matrix.mul_smul,
    Matrix.smul_mul, Matrix.sub_apply, Matrix.add_apply, Matrix.smul_apply, smul_eq_mul]
  constructor <;> ring
```

For `c = 0` the two-electron parts of A and B coincide entry by entry, so their difference is diagonal even without symmetry of `g`. In this kernel-free model that is the limit with Coulomb response alone.

```lean
omit [Fintype O] [Fintype V] in
/-- Without exchange (`c = 0`), `A - B` is the diagonal matrix of orbital-energy differences. -/
theorem difference_diagonal (g : N → N → N → N → ℝ) (Co : Matrix N O ℝ) (Cv : Matrix N V ℝ)
    (eo : O → ℝ) (ev : V → ℝ) :
    responseA g Co Cv eo ev 0 - responseB g Co Cv 0 =
      Matrix.diagonal fun p : O × V => ev p.2 - eo p.1 := by
  ext p q
  simp only [responseA, responseB, Matrix.sub_apply, Matrix.of_apply, Matrix.diagonal_apply]
  ring

end

end ResponseProducts
```

```lean
#print axioms ResponseProducts.coulomb_transpose
#print axioms ResponseProducts.exchange_transpose
#print axioms ResponseProducts.sum_and_difference_products
#print axioms ResponseProducts.difference_diagonal
```

```
'ResponseProducts.coulomb_transpose' depends on axioms: [propext, Classical.choice, Quot.sound]
'ResponseProducts.exchange_transpose' depends on axioms: [propext, Classical.choice, Quot.sound]
'ResponseProducts.sum_and_difference_products' depends on axioms: [propext, Classical.choice, Quot.sound]
'ResponseProducts.difference_diagonal' depends on axioms: [propext, Classical.choice, Quot.sound]
```
